# Density-averaged Crank–Nicolson steps conserve norm and mean-field energy for Hermitian $H_0$ and symmetric $W$

A time step whose potential depends on the final density is implicit: the state being sought helps to determine the Hamiltonian that produces it. The formalisation therefore treats the step as a relation between an initial state $u$ and a final state $v$, not as a function that computes $v$ from $u$. The theorems apply to every pair that satisfies the step equation. Whether a given $u$ has such a partner, and whether it has only one, is a separate question.

## One orbital in its own mean field

Take a finite set of sites $j$ and a state with complex amplitudes $u_j$. Its density is $r_j=|u_j|^2$, and the final state has density $s_j=|v_j|^2$. A Hermitian matrix $H_0$ contains hopping and external potentials. A real symmetric matrix $W$ describes the density-density interaction, so a density $r$ produces the on-site potential $Wr$. The mean-field energy is

$$E(u)=\langle u,H_0u\rangle+\tfrac12\,r^TWr .$$

The factor $\tfrac12$ belongs to the energy but not to the potential, because differentiating the quadratic term with respect to the density gives $Wr$.

With $\hbar=1$ and step length $h$, a Crank–Nicolson step in a real potential $d$ reads

$$i(v-u)=h\,A\,\frac{u+v}{2},\qquad A=H_0+\mathrm{diag}(d).$$

The density-averaged step chooses $d=W(r+s)/2$. For a single orbital on a finite lattice, this is a real-time propagation step of Hartree type; if $H_0$ is a discretised kinetic energy plus an external potential on a uniform grid, and $W$ is a multiple of the identity, it is a step for the discretised Gross–Pitaevskii equation.

## Conservation in Lean's terms

The main theorem, `meanFieldStep_conserves`, says that if $H_0$ is Hermitian, $W$ is symmetric and $u,v$ satisfy the density-averaged step equation, then $\sum_j s_j=\sum_j r_j$ and $E(v)=E(u)$. The step need not be short.

States have type `n → ℂ`, where `n` is the finite set of sites, and `density` takes squared moduli. The expression `star u ⬝ᵥ H0 *ᵥ u` is $\langle u,H_0u\rangle$, conjugate-linear in the first argument. `energy` uses its real part, which for Hermitian $H_0$ is the whole expectation value. `CNStep` is the step in a given potential, and `MeanFieldStep` inserts the averaged mean field. The equation is multiplied through by $h$, so $h$ may be any real number, including zero or a negative one. The states need not be normalised.

`trajectory_conserves` extends the result to a sequence of states $\psi_k$ with step lengths $h_k$. Both $H_0$ and $W$ stay fixed in time. The model has one orbital and no exchange term, and conservation says nothing about how closely the sequence follows the continuous-time solution.

## Pairing with the sum and the difference

Since $d$ is real, $A$ is Hermitian. Pair the step equation with $u+v$:

$$i\langle u+v,v-u\rangle=\tfrac h2\langle u+v,A(u+v)\rangle .$$

The right side is real, so the imaginary part of the left side vanishes:

$$0=\mathrm{Re}\langle u+v,v-u\rangle=\|v\|^2-\|u\|^2 .$$

The cross terms $\langle u,v\rangle-\langle v,u\rangle$ have dropped out because they are purely imaginary.

Now pair with $v-u$:

$$i\|v-u\|^2=\tfrac h2\langle v-u,A(v+u)\rangle .$$

The left side has no real part. On the right, $\langle v,Au\rangle$ and $\langle u,Av\rangle$ are complex conjugates, so their difference has no real part either. What remains is

$$0=\tfrac h2\bigl(\langle v,Av\rangle-\langle u,Au\rangle\bigr).$$

For $h\ne0$ the expectation value of $A$ is conserved. For $h=0$ the step equation gives $v=u$, and the same conclusion holds.

## Energy balance in an arbitrary potential

Because $\langle u,Au\rangle=\langle u,H_0u\rangle+r\cdot d$, and likewise for $v$,

$$\langle v,H_0v\rangle-\langle u,H_0u\rangle=-(s-r)\cdot d .$$

Symmetry of $W$ gives $s^TWr=r^TWs$, hence

$$\tfrac12\bigl(s^TWs-r^TWr\bigr)=(s-r)\cdot W\frac{r+s}{2}.$$

Adding the two lines yields

$$E(v)-E(u)=(s-r)\cdot\Bigl(W\frac{r+s}{2}-d\Bigr).$$

With the averaged density the bracket is zero. With the potential frozen at its initial value, $d=Wr$, the energy changes by $\tfrac12(s-r)^TW(s-r)$.

## Iterating to the final density

One way to look for such a $v$ is to start from a guess $s'$ for the final density, for instance $s'=r$, set $d=W(r+s')/2$ and solve the linear system

$$\Bigl(1+\tfrac{ih}{2}A\Bigr)v=\Bigl(1-\tfrac{ih}{2}A\Bigr)u .$$

The density of $v$ becomes the next guess, and the cycle repeats until the density settles, if it does. Each pass is a Crank–Nicolson step in a real potential, so an exact linear solve preserves the norm even when the iteration is stopped early. The energy balance then gives an energy change of $\tfrac12(s-r)^TW(s-s')$, where $s$ is the density just obtained and $s'$ the guess that produced it.

## A non-symmetric interaction that loses energy

Take two sites with

$$H_0=\begin{pmatrix}0&1\\1&0\end{pmatrix},\quad W=\begin{pmatrix}6/5&0\\6/5&0\end{pmatrix},\quad h=\tfrac52,\quad u=\begin{pmatrix}1\\0\end{pmatrix},\quad v=\begin{pmatrix}0\\-\frac35-\frac45i\end{pmatrix}.$$

This example is not in the file, but substitution confirms it. The averaged density is $\tfrac12$ on each site, the potential is $\tfrac35$ on each site, and the step equation holds. The norm stays at $1$, while the energy falls from $\tfrac35$ to $0$. A real $W$ is thus not enough for energy conservation. The derivation needs $s^TWr=r^TWs$ for the two densities involved, and here the two sides are $\tfrac65$ and $0$.

The file's `meanFieldStep_witness` uses the same $H_0$, $h$, $u$ and $v$ with the symmetric choice $W=\tfrac65\,\mathbf 1$. The potential is the same, the whole population still changes site, and the energy is $\tfrac35$ before and after.

## The Lean file and its proof

```lean
import Mathlib

open Matrix

namespace MeanFieldCrankNicolson

noncomputable section

variable {n : Type*} [Fintype n] [DecidableEq n]

/-- The density of a state: the squared modulus of its amplitude on each site. -/
def density (u : n → ℂ) : n → ℝ := fun j => Complex.normSq (u j)

/-- The mean-field energy: the real part of the expectation value of `H0`, plus half the
density-density interaction through `W`. -/
def energy (H0 : Matrix n n ℂ) (W : Matrix n n ℝ) (u : n → ℂ) : ℝ :=
  (star u ⬝ᵥ H0 *ᵥ u).re + (density u ⬝ᵥ W *ᵥ density u) / 2

/-- The effective Hamiltonian: `H0` plus a real on-site potential `d`. -/
def effectiveH (H0 : Matrix n n ℂ) (d : n → ℝ) : Matrix n n ℂ :=
  H0 + Matrix.diagonal (fun j => (d j : ℂ))

/-- A Crank-Nicolson step of length `h` from `u` to `v` in the potential `d`:
`i (v - u) = h (H0 + d) (u + v) / 2`. -/
def CNStep (H0 : Matrix n n ℂ) (d : n → ℝ) (h : ℝ) (u v : n → ℂ) : Prop :=
  Complex.I • (v - u) = (h : ℂ) • (effectiveH H0 d *ᵥ ((1 / 2 : ℂ) • (u + v)))

/-- The density-averaged step: the potential is the mean field `W` of the average of the
initial and final densities. -/
def MeanFieldStep (H0 : Matrix n n ℂ) (W : Matrix n n ℝ) (h : ℝ) (u v : n → ℂ) : Prop :=
  CNStep H0 (W *ᵥ ((1 / 2 : ℝ) • (density u + density v))) h u v

omit [DecidableEq n] in
/-- Exchanging the two states in a matrix element of a Hermitian operator conjugates it. -/
theorem matrixElement_swap {A : Matrix n n ℂ} (hA : A.IsHermitian) (x y : n → ℂ) :
    star x ⬝ᵥ A *ᵥ y = star (star y ⬝ᵥ A *ᵥ x) := by
  rw [Matrix.star_dotProduct, Matrix.star_mulVec, hA.eq, ← Matrix.dotProduct_mulVec]

omit [DecidableEq n] in
/-- The expectation value of a Hermitian operator has no imaginary part. -/
theorem expectation_im {A : Matrix n n ℂ} (hA : A.IsHermitian) (u : n → ℂ) :
    (star u ⬝ᵥ A *ᵥ u).im = 0 := by
  have h1 := congrArg Complex.im (matrixElement_swap hA u u)
  have h2 : (star (star u ⬝ᵥ A *ᵥ u)).im = -(star u ⬝ᵥ A *ᵥ u).im := Complex.conj_im _
  linarith

/-- For Hermitian `H0`, a Crank-Nicolson step in any real potential conserves the norm and the
expectation value of the effective Hamiltonian. -/
theorem cnStep_conserves {H0 : Matrix n n ℂ} (hH : H0.IsHermitian) {d : n → ℝ} {h : ℝ}
    {u v : n → ℂ} (hs : CNStep H0 d h u v) :
    ∑ j, density v j = ∑ j, density u j ∧
      (star v ⬝ᵥ effectiveH H0 d *ᵥ v).re = (star u ⬝ᵥ effectiveH H0 d *ᵥ u).re := by
  have hA : (effectiveH H0 d).IsHermitian := by
    refine hH.add ?_
    unfold Matrix.IsHermitian
    rw [Matrix.diagonal_conjTranspose]
    congr 1
    funext j
    exact Complex.conj_ofReal _
  unfold CNStep at hs
  generalize effectiveH H0 d = A at hs hA ⊢
  have hs' : Complex.I • (v - u) = ((h / 2 : ℝ) : ℂ) • (A *ᵥ (v + u)) := by
    rw [hs, Matrix.mulVec_smul, smul_smul, add_comm u v]
    congr 1
    push_cast
    ring
  constructor
  · -- pair the step equation with the sum of the two states
    have h1 := congrArg (fun x => (star (v + u) ⬝ᵥ x).im) hs'
    simp only [dotProduct_smul, smul_eq_mul, Complex.mul_im, Complex.ofReal_re,
      Complex.ofReal_im, Complex.I_re, Complex.I_im] at h1
    have h2 : (star (v + u) ⬝ᵥ (v - u)).re = ∑ j, density v j - ∑ j, density u j := by
      rw [← Finset.sum_sub_distrib]
      simp only [dotProduct, Complex.re_sum]
      refine Finset.sum_congr rfl fun j _ => ?_
      simp only [density, Pi.star_apply, Pi.add_apply, Pi.sub_apply, Complex.star_def,
        Complex.mul_re, Complex.conj_re, Complex.conj_im, Complex.add_re, Complex.add_im,
        Complex.sub_re, Complex.sub_im, Complex.normSq_apply]
      ring
    rw [expectation_im hA, h2] at h1
    linarith
  · by_cases hh : h = 0
    · have h0 : v - u = 0 := by simpa [hh] using hs'
      rw [sub_eq_zero.mp h0]
    · -- pair the step equation with the difference of the two states
      have h1 := congrArg (fun x => (star (v - u) ⬝ᵥ x).re) hs'
      simp only [dotProduct_smul, smul_eq_mul, Complex.mul_re, Complex.ofReal_re,
        Complex.ofReal_im, Complex.I_re, Complex.I_im] at h1
      have h2 := expectation_im (A := (1 : Matrix n n ℂ)) Matrix.isHermitian_one (v - u)
      rw [Matrix.one_mulVec] at h2
      have h3 : (star v ⬝ᵥ A *ᵥ u).re = (star u ⬝ᵥ A *ᵥ v).re :=
        (congrArg Complex.re (matrixElement_swap hA v u)).trans (Complex.conj_re _)
      have h4 : (star (v - u) ⬝ᵥ A *ᵥ (v + u)).re
          = (star v ⬝ᵥ A *ᵥ v).re - (star u ⬝ᵥ A *ᵥ u).re := by
        simp only [star_sub, Matrix.mulVec_add, sub_dotProduct, dotProduct_add,
          Complex.sub_re, Complex.add_re]
        linarith
      rw [h2, h4] at h1
      have h5 : h * ((star v ⬝ᵥ A *ᵥ v).re - (star u ⬝ᵥ A *ᵥ u).re) = 0 := by linarith
      have h6 := (mul_eq_zero.mp h5).resolve_left hh
      linarith

/-- The real part of the expectation value of the effective Hamiltonian is that of `H0` plus the sum
over sites of the potential weighted with the density. -/
theorem effectiveH_expectation (H0 : Matrix n n ℂ) (d : n → ℝ) (u : n → ℂ) :
    (star u ⬝ᵥ effectiveH H0 d *ᵥ u).re = (star u ⬝ᵥ H0 *ᵥ u).re + density u ⬝ᵥ d := by
  rw [effectiveH, Matrix.add_mulVec, dotProduct_add, Complex.add_re]
  congr 1
  simp only [dotProduct, Matrix.mulVec_diagonal, Complex.re_sum]
  refine Finset.sum_congr rfl fun j _ => ?_
  simp only [density, Pi.star_apply, Complex.star_def, Complex.mul_re, Complex.mul_im,
    Complex.conj_re, Complex.conj_im, Complex.ofReal_re, Complex.ofReal_im,
    Complex.normSq_apply]
  ring

/-- Energy balance for Hermitian `H0` and symmetric `W`: a Crank-Nicolson step in a potential `d`
changes the mean-field energy by the dot product of the density change with the difference "mean
field of the averaged density minus `d`". -/
theorem energy_balance {H0 : Matrix n n ℂ} (hH : H0.IsHermitian) {W : Matrix n n ℝ}
    (hW : W.IsSymm) {d : n → ℝ} {h : ℝ} {u v : n → ℂ} (hs : CNStep H0 d h u v) :
    energy H0 W v - energy H0 W u = (density v - density u) ⬝ᵥ
      (W *ᵥ ((1 / 2 : ℝ) • (density u + density v)) - d) := by
  have hc := (cnStep_conserves hH hs).2
  rw [effectiveH_expectation, effectiveH_expectation] at hc
  -- the interaction is symmetric in the two densities
  have hsym : density v ⬝ᵥ W *ᵥ density u = density u ⬝ᵥ W *ᵥ density v := by
    rw [Matrix.dotProduct_mulVec, ← Matrix.mulVec_transpose, hW.eq, dotProduct_comm]
  simp only [energy, Matrix.mulVec_smul, Matrix.mulVec_add, dotProduct_sub, sub_dotProduct,
    dotProduct_smul, dotProduct_add, smul_eq_mul]
  linarith

/-- For Hermitian `H0` and symmetric `W`, the density-averaged Crank-Nicolson step conserves the
norm and the mean-field energy exactly. -/
theorem meanFieldStep_conserves {H0 : Matrix n n ℂ} (hH : H0.IsHermitian) {W : Matrix n n ℝ}
    (hW : W.IsSymm) {h : ℝ} {u v : n → ℂ} (hs : MeanFieldStep H0 W h u v) :
    ∑ j, density v j = ∑ j, density u j ∧ energy H0 W v = energy H0 W u := by
  refine ⟨(cnStep_conserves hH hs).1, ?_⟩
  have hb := energy_balance hH hW hs
  rw [sub_self, dotProduct_zero] at hb
  linarith

/-- For Hermitian `H0` and symmetric `W`, norm and mean-field energy keep their initial values
along any sequence of density-averaged steps, also when the step length varies. -/
theorem trajectory_conserves {H0 : Matrix n n ℂ} (hH : H0.IsHermitian) {W : Matrix n n ℝ}
    (hW : W.IsSymm) (h : ℕ → ℝ) (ψ : ℕ → n → ℂ)
    (hs : ∀ k, MeanFieldStep H0 W (h k) (ψ k) (ψ (k + 1))) (N : ℕ) :
    ∑ j, density (ψ N) j = ∑ j, density (ψ 0) j ∧
      energy H0 W (ψ N) = energy H0 W (ψ 0) := by
  induction N with
  | zero => exact ⟨rfl, rfl⟩
  | succ k ih =>
    have hk := meanFieldStep_conserves hH hW (hs k)
    exact ⟨hk.1.trans ih.1, hk.2.trans ih.2⟩

/-- For Hermitian `H0` and symmetric `W`, a Crank-Nicolson step in the mean field of the initial
density changes the mean-field energy by `(δ ⬝ᵥ W *ᵥ δ) / 2`, where `δ` is the final density minus
the initial one. -/
theorem frozen_density_error {H0 : Matrix n n ℂ} (hH : H0.IsHermitian) {W : Matrix n n ℝ}
    (hW : W.IsSymm) {h : ℝ} {u v : n → ℂ} (hs : CNStep H0 (W *ᵥ density u) h u v) :
    energy H0 W v - energy H0 W u =
      ((density v - density u) ⬝ᵥ W *ᵥ (density v - density u)) / 2 := by
  rw [energy_balance hH hW hs]
  simp only [Matrix.mulVec_smul, Matrix.mulVec_add, Matrix.mulVec_sub, dotProduct_sub,
    sub_dotProduct, dotProduct_smul, dotProduct_add, smul_eq_mul]
  ring

/-- Two coupled sites with on-site interaction `6/5`: a density-averaged step of length `5/2`
carries the whole population from the first site to the second. -/
theorem meanFieldStep_witness :
    (!![0, 1; 1, 0] : Matrix (Fin 2) (Fin 2) ℂ).IsHermitian ∧
      (!![6 / 5, 0; 0, 6 / 5] : Matrix (Fin 2) (Fin 2) ℝ).IsSymm ∧
      MeanFieldStep !![0, 1; 1, 0] !![6 / 5, 0; 0, 6 / 5] (5 / 2)
        ![1, 0] ![0, ⟨-3 / 5, -4 / 5⟩] := by
  refine ⟨?_, ?_, ?_⟩
  · ext i j
    fin_cases i <;> fin_cases j <;> simp
  · ext i j
    fin_cases i <;> fin_cases j <;> simp
  · -- the averaged density is one half on each site
    have hd : (!![6 / 5, 0; 0, 6 / 5] : Matrix (Fin 2) (Fin 2) ℝ) *ᵥ ((1 / 2 : ℝ) •
        (density ![1, 0] + density ![0, ⟨-3 / 5, -4 / 5⟩])) = ![3 / 5, 3 / 5] := by
      funext i
      fin_cases i <;>
        simp [density, Matrix.mulVec, dotProduct, Fin.sum_univ_two, Complex.normSq_apply] <;>
        norm_num
    unfold MeanFieldStep
    rw [hd]
    unfold CNStep effectiveH
    funext i
    fin_cases i <;> apply Complex.ext <;>
      simp <;>
      norm_num

end

end MeanFieldCrankNicolson
```

```lean
#print axioms MeanFieldCrankNicolson.meanFieldStep_conserves
#print axioms MeanFieldCrankNicolson.trajectory_conserves
#print axioms MeanFieldCrankNicolson.frozen_density_error
```

```
'MeanFieldCrankNicolson.meanFieldStep_conserves' depends on axioms: [propext, Classical.choice, Quot.sound]
'MeanFieldCrankNicolson.trajectory_conserves' depends on axioms: [propext, Classical.choice, Quot.sound]
'MeanFieldCrankNicolson.frozen_density_error' depends on axioms: [propext, Classical.choice, Quot.sound]
```

`matrixElement_swap` is the rule $\langle x,Ay\rangle=\overline{\langle y,Ax\rangle}$. Setting both states equal gives `expectation_im`: a number equal to its own conjugate has zero imaginary part.

`cnStep_conserves` contains both pairings. It first shows that the effective Hamiltonian is Hermitian, then uses `generalize` to replace it by a single matrix `A`, since its composition no longer matters. The rewritten step equation is `hs'`. In each half, `congrArg` applies the pairing to both sides of `hs'`: the imaginary part of the pairing with `v + u` gives the norm, and the real part of the pairing with `v - u` gives the expectation value. In the second half, `h3` cancels the cross terms, `h4` expands the matrix element, and `by_cases` separates off $h=0$ before the factor $h$ is removed.

`effectiveH_expectation` splits off $r\cdot d$ by comparing the sums site by site. In `energy_balance`, `hsym` is the identity $s^TWr=r^TWs$. After `simp only` has expanded the products, `linarith` combines that identity with the conserved expectation value.

For the main theorem, the potential in `MeanFieldStep` is exactly the one subtracted in the energy balance, so `sub_self` makes the bracket zero. `trajectory_conserves` is an induction on the number of steps, chaining the one-step equalities. `frozen_density_error` inserts $d=Wr$ and expands. The witness computes the potential in `hd` and then compares real and imaginary parts on each site.
